# Covariant derivatives in the plane commute up to −i times the magnetic field

For a complex wave function ψ on the plane and a real vector potential (A₁, A₂), the covariant derivatives are Dⱼ = ∂ⱼ − iAⱼ, with no explicit charge or ħ. The theorem `covD_commutator` states that (D₁D₂ − D₂D₁)ψ = −iBψ at every point, where B = ∂₁A₂ − ∂₂A₁ is the magnetic field perpendicular to the plane. It assumes that ψ is twice and the potential once continuously differentiable; ψ need not be normalised, or even square-integrable. The proof first sets out, as `key`, the product rule for an ordinary derivative of a covariant derivative, then uses the symmetry of the mixed second derivatives of ψ and leaves the remaining algebra to `ring`.

The failing Lean file:

```lean
import Mathlib

open Complex ComplexConjugate

namespace CovDCommutator

noncomputable section

/-- The unit vector along the first axis of the plane. -/
abbrev e₁ : ℝ × ℝ := (1, 0)

/-- The unit vector along the second axis of the plane. -/
abbrev e₂ : ℝ × ℝ := (0, 1)

/-- The derivative of a field `f` on the plane along the direction `v`. -/
def pd {F : Type*} [NormedAddCommGroup F] [NormedSpace ℝ F]
    (v : ℝ × ℝ) (f : ℝ × ℝ → F) (p : ℝ × ℝ) : F := fderiv ℝ f p v

/-- The covariant derivative `∂ψ - i a ψ` along `v`, where `a` is the component of the
vector potential in that direction. -/
def covD (v : ℝ × ℝ) (a : ℝ × ℝ → ℝ) (ψ : ℝ × ℝ → ℂ) (p : ℝ × ℝ) : ℂ :=
  pd v ψ p - I * (a p : ℂ) * ψ p

/-- The magnetic field `B = ∂₁A₂ - ∂₂A₁` perpendicular to the plane. -/
def field (A₁ A₂ : ℝ × ℝ → ℝ) (p : ℝ × ℝ) : ℝ := pd e₁ A₂ p - pd e₂ A₁ p

variable {ψ : ℝ × ℝ → ℂ} {a A₁ A₂ : ℝ × ℝ → ℝ}

/-- For a C² wave function and a C¹ potential the covariant derivative is differentiable,
with the derivative given by the product rule. -/
theorem hasFDerivAt_covD (hψ : ContDiff ℝ 2 ψ) (ha : ContDiff ℝ 1 a) (v p : ℝ × ℝ) :
    HasFDerivAt (covD v a ψ)
      ((ContinuousLinearMap.apply ℝ ℂ v).comp (fderiv ℝ (fderiv ℝ ψ) p) -
        ((I * (a p : ℂ)) • fderiv ℝ ψ p +
          ψ p • (I • Complex.ofRealCLM.comp (fderiv ℝ a p)))) p := by
  have hd : Differentiable ℝ (fderiv ℝ ψ) :=
    (hψ.fderiv_right (m := 1) (le_of_eq one_add_one_eq_two)).differentiable (by norm_num)
  have h1 : HasFDerivAt (fun q => fderiv ℝ ψ q v)
      ((ContinuousLinearMap.apply ℝ ℂ v).comp (fderiv ℝ (fderiv ℝ ψ) p)) p :=
    (ContinuousLinearMap.apply ℝ ℂ v).hasFDerivAt.comp p (hd p).hasFDerivAt
  have h2 : HasFDerivAt (fun q => (a q : ℂ)) (Complex.ofRealCLM.comp (fderiv ℝ a p)) p :=
    Complex.ofRealCLM.hasFDerivAt.comp p (ha.differentiable (by norm_num) p).hasFDerivAt
  have h3 : HasFDerivAt ψ (fderiv ℝ ψ p) p :=
    (hψ.differentiable (by norm_num) p).hasFDerivAt
  exact h1.sub ((h2.const_mul I).mul h3)

/-- The covariant derivatives of a C² wave function in a C¹ vector potential fail to commute
by the magnetic field: `[D₁, D₂]ψ = -i B ψ`. -/
theorem covD_commutator (hψ : ContDiff ℝ 2 ψ) (h₁ : ContDiff ℝ 1 A₁)
    (h₂ : ContDiff ℝ 1 A₂) (p : ℝ × ℝ) :
    covD e₁ A₁ (covD e₂ A₂ ψ) p - covD e₂ A₂ (covD e₁ A₁ ψ) p
      = -I * (field A₁ A₂ p : ℂ) * ψ p := by
  have key : ∀ (b : ℝ × ℝ → ℝ), ContDiff ℝ 1 b → ∀ v w : ℝ × ℝ,
      pd w (covD v b ψ) p = fderiv ℝ (fderiv ℝ ψ) p w v
        - I * ((b p : ℂ) * pd w ψ p + (pd w b p : ℂ) * ψ p) := by
    intro b hb v w
    rw [pd, (hasFDerivAt_covD hψ hb v p).fderiv]
    simp [pd]
    ring
  -- mixed second derivatives agree
  have s : fderiv ℝ (fderiv ℝ ψ) p e₁ e₂ = fderiv ℝ (fderiv ℝ ψ) p e₂ e₁ :=
    (hψ.contDiffAt.isSymmSndFDerivAt (by simp)).eq e₁ e₂
  change (pd e₁ (covD e₂ A₂ ψ) p - I * (A₁ p : ℂ) * covD e₂ A₂ ψ p)
    - (pd e₂ (covD e₁ A₁ ψ) p - I * (A₂ p : ℂ) * covD e₁ A₁ ψ p) = _
  rw [key A₂ h₂, key A₁ h₁, s]
  simp only [covD, field]
  push_cast
  ring

end

end CovDCommutator
```

Compiling this gives:

```
Main.lean:55:44: error: Application type mismatch: The argument
  b
has type
  ℝ × ℝ → ℝ
but is expected to have type
  ℝ × ℝ → ℂ
in the application
  pd w b
Try this:
  [apply] ring_nf
  
  The `ring` tactic failed to close the goal. Use `ring_nf` to obtain a normal form.
    
  Note that `ring` works primarily in *commutative* rings. If you have a noncommutative ring, abelian group or module, consider using `noncomm_ring`, `abel` or `module` instead.
Main.lean:55:63: error: unsolved goals
ψ : ℝ × ℝ → ℂ
A₁ A₂ : ℝ × ℝ → ℝ
hψ : ContDiff ℝ 2 ψ
h₁ : ContDiff ℝ 1 A₁
h₂ : ContDiff ℝ 1 A₂
p : ℝ × ℝ
b : ℝ × ℝ → ℝ
hb : ContDiff ℝ 1 b
v w : ℝ × ℝ
⊢ I * ↑(b p) * (fderiv ℝ ψ p) w + I * ψ p * ↑((fderiv ℝ b p) w) =
    I * ↑(b p) * (fderiv ℝ ψ p) w + I * ψ p * (fderiv ℝ (sorry ()) p) w
Try this:
  [apply] ring_nf
  
  The `ring` tactic failed to close the goal. Use `ring_nf` to obtain a normal form.
    
  Note that `ring` works primarily in *commutative* rings. If you have a noncommutative ring, abelian group or module, consider using `noncomm_ring`, `abel` or `module` instead.
Main.lean:52:42: error: unsolved goals
ψ : ℝ × ℝ → ℂ
A₁ A₂ : ℝ × ℝ → ℝ
hψ : ContDiff ℝ 2 ψ
h₁ : ContDiff ℝ 1 A₁
h₂ : ContDiff ℝ 1 A₂
p : ℝ × ℝ
key :
  ∀ (b : ℝ × ℝ → ℝ),
    ContDiff ℝ 1 b →
      ∀ (v w : ℝ × ℝ),
        pd w (covD v b ψ) p = ((fderiv ℝ (fderiv ℝ ψ) p) w) v - I * (↑(b p) * pd w ψ p + pd w sorry p * ψ p)
s : ((fderiv ℝ (fderiv ℝ ψ) p) e₁) e₂ = ((fderiv ℝ (fderiv ℝ ψ) p) e₂) e₁
⊢ -(I * pd e₁ sorry p * ψ p) + I * ψ p * pd e₂ sorry p = -(I * ψ p * ↑(pd e₁ A₂ p)) + I * ψ p * ↑(pd e₂ A₁ p)
```

Diagnosis. The first error is the source of the other two. In `key`, the derivative of the real potential `b` is written `(pd w b p : ℂ)`, which is meant to be a real number cast to ℂ. But `pd` works for fields with values in any real normed space `F`, and its result lies in `F`. Lean uses the expected type ℂ to settle `F` as ℂ before it looks at `b`, and so demands a complex-valued field where `b` is real-valued.

Lean then puts `sorry` in place of the rejected argument and carries on. Both `ring` calls fail because they are left to match the derivative of a real potential, cast to ℂ, with the derivative of that placeholder: first in the proof of `key`, then in the final goal, where `key` has been used.

The repair writes `((pd w b p : ℝ) : ℂ)`. The inner annotation settles `F` as ℝ, so `b` fits, and the outer one casts the resulting number to ℂ. With the placeholder gone, both `ring` calls succeed unchanged.

The repair, with which the file compiles:

```diff
@@ -53,5 +53,5 @@
   have key : ∀ (b : ℝ × ℝ → ℝ), ContDiff ℝ 1 b → ∀ v w : ℝ × ℝ,
       pd w (covD v b ψ) p = fderiv ℝ (fderiv ℝ ψ) p w v
-        - I * ((b p : ℂ) * pd w ψ p + (pd w b p : ℂ) * ψ p) := by
+        - I * ((b p : ℂ) * pd w ψ p + ((pd w b p : ℝ) : ℂ) * ψ p) := by
     intro b hb v w
     rw [pd, (hasFDerivAt_covD hψ hb v p).fderiv]
```
